# A Hermitian matrix has at least k eigenvalues below c if k orthonormal trial states each have energy plus coupling moduli below c

## Two wells below threshold, but how many bound states?

I have two wells with one localised trial state each. The two states are orthonormal, both have energy $-1$, and the threshold is $0$. If the coupling between them is $2$, the $2\times2$ matrix has eigenvalues $-3$ and $1$, so two good trial energies give me only one bound level. With coupling $1/2$ the eigenvalues are $-3/2$ and $-1/2$, and both are bound. But my Hamiltonian acts on a much larger basis, and my trial states are not eigenstates: they also couple to everything else in it. Can I still count two bound levels in the second case? And what should I check for $k$ wells?

## Only the couplings among the trial states matter

Yes, you can still count at least two, provided that a degenerate level is counted with its multiplicity, as it is throughout. Couplings to the rest of the basis do not enter the condition. For $k$ wells with orthonormal trial states, it suffices that each trial energy, plus the moduli of that state's couplings to the other trial states, lies below the threshold.

Let $H$ be Hermitian on a finite-dimensional space, let $x_i$ be $k$ orthonormal trial states, and let $c$ be the threshold. Define the coupled energy

$$g_i=\langle x_i,Hx_i\rangle+\sum_{j\ne i}|\langle x_i,Hx_j\rangle| .$$

In your second case $g_i=-1+1/2<0$ for both wells. In the first, $g_i=-1+2>0$.

**From a subspace to a count.** Let $u_i$ be an orthonormal eigenbasis of $H$ with eigenvalues $\lambda_i$. Inserting it between $v$ and $Hv$, and using $\langle u_i,Hv\rangle=\lambda_i\langle u_i,v\rangle$, gives

$$\langle v,Hv\rangle=\sum_i\lambda_i|\langle u_i,v\rangle|^2 .$$

Suppose $\langle v,Hv\rangle<c\|v\|^2$ for every nonzero $v$ in a subspace $V$. Map each $v\in V$ to its overlaps with those $u_i$ that have $\lambda_i<c$. If all these overlaps vanish, only terms with $\lambda_i\ge c$ remain, so

$$\langle v,Hv\rangle\ge c\sum_i|\langle u_i,v\rangle|^2=c\|v\|^2,$$

which forces $v=0$. The map is therefore injective, and $\dim V$ is at most the number of eigenvalues below $c$. This is why the rest of the basis does no harm.

**Every superposition stays below $c$.** Let $V$ be the span of the trial states and $v=\sum_i a_ix_i$. Then

$$\langle v,Hv\rangle=\sum_{i,j}\bar a_i a_j\langle x_i,Hx_j\rangle .$$

The diagonal terms are $|a_i|^2\langle x_i,Hx_i\rangle$. For $j\ne i$, the inequality $(|a_i|-|a_j|)^2\ge0$ gives

$$\mathrm{Re}\,\bar a_ia_j\langle x_i,Hx_j\rangle\le\tfrac12(|a_i|^2+|a_j|^2)\,|\langle x_i,Hx_j\rangle| .$$

Since $|\langle x_i,Hx_j\rangle|=|\langle x_j,Hx_i\rangle|$, exchanging $i$ and $j$ shows that the two halves have equal sums. Hence

$$\langle v,Hv\rangle\le\sum_i|a_i|^2g_i .$$

Orthonormality gives $\|v\|^2=\sum_i|a_i|^2$. If $v\ne0$, some $a_i$ is nonzero, and $g_i<c$ for all $i$ makes the right side strictly smaller than $c\|v\|^2$. The span has dimension $k$, so at least $k$ eigenvalues lie below $c$.

**Uniform bounds.** If all trial energies are at most $e$ and all mutual couplings have modulus at most $t$, then $g_i\le e+(k-1)t$. It is enough that $e+(k-1)t<c$.

### What the Lean statements say

The field `𝕜` is real or complex, `E` is the state space, and `H` is a linear map with `H.IsSymmetric`, that is, $\langle Hu,v\rangle=\langle u,Hv\rangle$. The inner product is conjugate-linear in its first argument. The finite type `ι` labels the wells, so $k$ is `Fintype.card ι`, and `x : ι → E` gives the trial states. `coupledEnergy H x i` is $g_i$; the real part in its definition only turns the diagonal element, already real for symmetric `H`, into a real number.

`countBelow hH c` counts the entries strictly below `c` in Mathlib's eigenvalue list, where a degenerate level appears once per dimension of its eigenspace. The main result is `card_le_countBelow`, and `weakly_coupled_wells` is the version with uniform bounds.

The number `c` stands for the energy above which a particle would escape, and you supply it: a finite-dimensional model has no continuum to define it. The eigenvalue counts are proved only for finite-dimensional spaces. Localised orbitals with nonzero overlap must be orthonormalised before the criterion is applied, which in general changes their energies and couplings.

The condition is sufficient only. Three wells at energy $e$ with all couplings equal to $-t$, $t>0$, have levels $e-2t$, $e+t$, $e+t$, while the criterion asks for $e+2t<c$.

For a non-interacting electron in a finite orthonormal basis, this gives a lower bound on the number of levels below a chosen energy from a few matrix elements, without diagonalisation.

```lean
import Mathlib

open ComplexConjugate

namespace BoundStateCounting

variable {𝕜 E ι : Type*} [RCLike 𝕜] [NormedAddCommGroup E] [InnerProductSpace 𝕜 E]
  [Fintype ι] [DecidableEq ι]

/-- The energy of trial state `i` plus the sum of the moduli of its couplings to all
other trial states. -/
noncomputable def coupledEnergy (H : E →ₗ[𝕜] E) (x : ι → E) (i : ι) : ℝ :=
  RCLike.re (inner 𝕜 (x i) (H (x i))) + ∑ j ∈ Finset.univ.erase i, ‖inner 𝕜 (x i) (H (x j))‖

/-- The number of eigenvalues of the symmetric operator `H` below the threshold `c`,
counted with multiplicity. -/
noncomputable def countBelow [FiniteDimensional 𝕜 E] {H : E →ₗ[𝕜] E} (hH : H.IsSymmetric)
    (c : ℝ) : ℕ :=
  (Finset.univ.filter fun i => hH.eigenvalues rfl i < c).card

/-- For symmetric `H` on a finite-dimensional space, the real part of `⟨v, H v⟩` is the sum of the
eigenvalues of `H`, each weighted by the squared modulus of the overlap of `v` with its eigenvector.
-/
theorem energy_eq_sum [FiniteDimensional 𝕜 E] {H : E →ₗ[𝕜] E} (hH : H.IsSymmetric) (v : E) :
    RCLike.re (inner 𝕜 v (H v)) =
      ∑ i, hH.eigenvalues rfl i * ‖inner 𝕜 (hH.eigenvectorBasis rfl i) v‖ ^ 2 := by
  rw [← (hH.eigenvectorBasis rfl).sum_inner_mul_inner v (H v), map_sum]
  refine Finset.sum_congr rfl fun i _ => ?_
  have h : inner 𝕜 (hH.eigenvectorBasis rfl i) (H v) =
      (hH.eigenvalues rfl i : 𝕜) * inner 𝕜 (hH.eigenvectorBasis rfl i) v := by
    rw [← hH (hH.eigenvectorBasis rfl i) v, hH.apply_eigenvectorBasis, inner_smul_left,
      RCLike.conj_ofReal]
  rw [h, ← inner_conj_symm v (hH.eigenvectorBasis rfl i), mul_left_comm, RCLike.conj_mul,
    RCLike.re_ofReal_mul, ← RCLike.ofReal_pow, RCLike.ofReal_re]

/-- Let `H` be symmetric on a finite-dimensional space. If every nonzero state of a subspace has
energy expectation value below `c`, then the number of eigenvalues of `H` below `c`, counted with
multiplicity, is at least the dimension of the subspace. -/
theorem finrank_le_countBelow [FiniteDimensional 𝕜 E] {H : E →ₗ[𝕜] E} (hH : H.IsSymmetric)
    {c : ℝ} (V : Submodule 𝕜 E)
    (hV : ∀ v ∈ V, v ≠ 0 → RCLike.re (inner 𝕜 v (H v)) < c * ‖v‖ ^ 2) :
    Module.finrank 𝕜 V ≤ countBelow hH c := by
  let S := Finset.univ.filter fun i => hH.eigenvalues rfl i < c
  -- overlaps with the eigenvectors below the threshold
  let f : V →ₗ[𝕜] (S → 𝕜) :=
    { toFun := fun v i => inner 𝕜 (hH.eigenvectorBasis rfl i.1) (v : E)
      map_add' := by intro u v; ext i; simp [inner_add_right]
      map_smul' := by intro a v; ext i; simp [inner_smul_right] }
  have hf : Function.Injective f := by
    rw [← LinearMap.ker_eq_bot, LinearMap.ker_eq_bot']
    intro v hv
    by_contra hne
    have h1 := hV v v.2 (by simpa using hne)
    -- a state without such overlaps has energy at least `c`
    have h2 : c * ‖(v : E)‖ ^ 2 ≤ RCLike.re (inner 𝕜 (v : E) (H v)) := by
      rw [energy_eq_sum hH, ← (hH.eigenvectorBasis rfl).sum_sq_norm_inner_right (v : E),
        Finset.mul_sum]
      refine Finset.sum_le_sum fun i _ => ?_
      by_cases hi : hH.eigenvalues rfl i < c
      · have h0 : inner 𝕜 (hH.eigenvectorBasis rfl i) (v : E) = 0 :=
          congrFun hv ⟨i, by simp [S, hi]⟩
        simp [h0]
      · exact mul_le_mul_of_nonneg_right (not_lt.mp hi) (sq_nonneg _)
    linarith
  have h := LinearMap.finrank_le_finrank_of_injective hf
  rw [Module.finrank_fintype_fun_eq_card, Fintype.card_coe] at h
  exact h

/-- For symmetric `H` and a superposition `v = ∑ i, a i • x i`, not necessarily normalised, the real
part of `⟨v, H v⟩` is at most the sum of the values `coupledEnergy H x i` weighted by the squared
moduli of the amplitudes. -/
theorem energy_superposition_le {H : E →ₗ[𝕜] E} (hH : H.IsSymmetric) (x : ι → E) (a : ι → 𝕜) :
    RCLike.re (inner 𝕜 (∑ i, a i • x i) (H (∑ i, a i • x i))) ≤
      ∑ i, ‖a i‖ ^ 2 * coupledEnergy H x i := by
  let w : ι → ι → ℝ := fun i j =>
    if j = i then RCLike.re (inner 𝕜 (x i) (H (x i))) else ‖inner 𝕜 (x i) (H (x j))‖
  have hw : ∀ i j, w i j = w j i := by
    intro i j
    by_cases h : j = i
    · subst h; rfl
    · have hs : ‖inner 𝕜 (x i) (H (x j))‖ = ‖inner 𝕜 (x j) (H (x i))‖ := by
        rw [← hH (x i) (x j), norm_inner_symm]
      simp only [w, if_neg h, if_neg (Ne.symm h), hs]
  have hrow : ∀ i, ∑ j, w i j = coupledEnergy H x i := by
    intro i
    rw [← Finset.add_sum_erase _ _ (Finset.mem_univ i)]
    unfold coupledEnergy
    congr 1
    · simp [w]
    · exact Finset.sum_congr rfl fun j hj => by simp [w, Finset.ne_of_mem_erase hj]
  have hexp : inner 𝕜 (∑ i, a i • x i) (H (∑ i, a i • x i)) =
      ∑ i, ∑ j, conj (a i) * (a j * inner 𝕜 (x i) (H (x j))) := by
    rw [map_sum, sum_inner]
    refine Finset.sum_congr rfl fun i _ => ?_
    rw [inner_sum]
    refine Finset.sum_congr rfl fun j _ => ?_
    rw [map_smul, inner_smul_left, inner_smul_right]
  -- each coupling is shared equally between its two trial states
  have hterm : ∀ i j, RCLike.re (conj (a i) * (a j * inner 𝕜 (x i) (H (x j)))) ≤
      (‖a i‖ ^ 2 + ‖a j‖ ^ 2) / 2 * w i j := by
    intro i j
    by_cases h : j = i
    · subst h
      rw [← mul_assoc, RCLike.conj_mul, ← RCLike.ofReal_pow, RCLike.re_ofReal_mul]
      simp [w]
    · refine (RCLike.re_le_norm _).trans ?_
      rw [norm_mul, norm_mul, RCLike.norm_conj]
      simp only [w, if_neg h]
      nlinarith [mul_nonneg (sq_nonneg (‖a i‖ - ‖a j‖)) (norm_nonneg (inner 𝕜 (x i) (H (x j))))]
  have hswap : ∑ i, ∑ j, ‖a j‖ ^ 2 * w i j = ∑ i, ∑ j, ‖a i‖ ^ 2 * w i j := by
    rw [Finset.sum_comm]
    exact Finset.sum_congr rfl fun i _ => Finset.sum_congr rfl fun j _ => by rw [hw j i]
  have hsplit : ∑ i, ∑ j, (‖a i‖ ^ 2 + ‖a j‖ ^ 2) / 2 * w i j =
      (∑ i, ∑ j, ‖a i‖ ^ 2 * w i j + ∑ i, ∑ j, ‖a j‖ ^ 2 * w i j) / 2 := by
    rw [← Finset.sum_add_distrib, Finset.sum_div]
    refine Finset.sum_congr rfl fun i _ => ?_
    rw [← Finset.sum_add_distrib, Finset.sum_div]
    exact Finset.sum_congr rfl fun j _ => by ring
  have hfin : ∑ i, ∑ j, ‖a i‖ ^ 2 * w i j = ∑ i, ‖a i‖ ^ 2 * coupledEnergy H x i :=
    Finset.sum_congr rfl fun i _ => by rw [← Finset.mul_sum, hrow]
  have hle := Finset.sum_le_sum fun i (_ : i ∈ Finset.univ) =>
    Finset.sum_le_sum fun j (_ : j ∈ Finset.univ) => hterm i j
  rw [hexp]
  simp only [map_sum]
  linarith

omit [DecidableEq ι] in
/-- The squared norm of a superposition of orthonormal states is the sum of the squared moduli
of its amplitudes. -/
theorem norm_sq_superposition {x : ι → E} (hx : Orthonormal 𝕜 x) (a : ι → 𝕜) :
    ‖∑ i, a i • x i‖ ^ 2 = ∑ i, ‖a i‖ ^ 2 := by
  rw [← inner_self_eq_norm_sq (𝕜 := 𝕜), hx.inner_sum, map_sum]
  refine Finset.sum_congr rfl fun i _ => ?_
  rw [RCLike.conj_mul, ← RCLike.ofReal_pow, RCLike.ofReal_re]

/-- Let `H` be symmetric on a finite-dimensional space. If the coupled energies of orthonormal trial
states all lie below `c`, then `H` has at least as many eigenvalues below `c`, counted with
multiplicity, as there are trial states. -/
theorem card_le_countBelow [FiniteDimensional 𝕜 E] {H : E →ₗ[𝕜] E} (hH : H.IsSymmetric)
    {x : ι → E} (hx : Orthonormal 𝕜 x) {c : ℝ} (hc : ∀ i, coupledEnergy H x i < c) :
    Fintype.card ι ≤ countBelow hH c := by
  rw [← finrank_span_eq_card hx.linearIndependent]
  refine finrank_le_countBelow hH _ fun v hv hv0 => ?_
  obtain ⟨a, rfl⟩ := (Submodule.mem_span_range_iff_exists_fun 𝕜).mp hv
  -- some amplitude is nonzero, which makes the bound strict
  have ha : ∃ i, a i ≠ 0 := by
    by_contra hn
    push Not at hn
    exact hv0 (by simp [hn])
  obtain ⟨i, hi⟩ := ha
  refine (energy_superposition_le hH x a).trans_lt ?_
  rw [norm_sq_superposition hx, Finset.mul_sum]
  refine Finset.sum_lt_sum (fun j _ => ?_) ⟨i, Finset.mem_univ i, ?_⟩
  · nlinarith [hc j, sq_nonneg ‖a j‖]
  · have hp : 0 < ‖a i‖ ^ 2 := pow_pos (norm_pos_iff.mpr hi) 2
    nlinarith [hc i]

/-- Let `H` be symmetric on a finite-dimensional space. Take `k` orthonormal well states with
energies at most `e` and mutual couplings of modulus at most `t`. If `e + (k - 1) t < c`, then `H`
has at least `k` eigenvalues below `c`, counted with multiplicity. -/
theorem weakly_coupled_wells [FiniteDimensional 𝕜 E] {H : E →ₗ[𝕜] E} (hH : H.IsSymmetric)
    {x : ι → E} (hx : Orthonormal 𝕜 x) {e t c : ℝ}
    (he : ∀ i, RCLike.re (inner 𝕜 (x i) (H (x i))) ≤ e)
    (ht : ∀ i j, i ≠ j → ‖inner 𝕜 (x i) (H (x j))‖ ≤ t)
    (hc : e + ((Fintype.card ι : ℝ) - 1) * t < c) :
    Fintype.card ι ≤ countBelow hH c := by
  refine card_le_countBelow hH hx fun i => ?_
  have h1 := Finset.sum_le_sum fun j (hj : j ∈ Finset.univ.erase i) =>
    ht i j (Finset.ne_of_mem_erase hj).symm
  have h2 := Finset.add_sum_erase Finset.univ (fun _ : ι => t) (Finset.mem_univ i)
  have h3 : ∑ _j : ι, t = (Fintype.card ι : ℝ) * t := by simp
  unfold coupledEnergy
  linarith [he i]

end BoundStateCounting
```

```lean
#print axioms BoundStateCounting.weakly_coupled_wells
-- 'BoundStateCounting.weakly_coupled_wells' depends on axioms: [propext, Classical.choice, Quot.sound]
```

### How the lemmas divide the work

`energy_eq_sum` is the eigenbasis expansion; symmetry moves `H` onto the eigenvector, where it becomes the eigenvalue.

In `finrank_le_countBelow`, the map `f` collects the overlaps with eigenvectors below the threshold. For a nonzero state in its kernel, `h1` puts the energy below $c\|v\|^2$ and `h2` puts it at or above, so `linarith` closes the contradiction. Injectivity then gives the comparison of dimensions.

`energy_superposition_le` needs neither orthonormality nor finite dimension. Its table `w` holds the trial energies on the diagonal and the coupling moduli elsewhere. `hexp` expands the double sum, `hterm` bounds each term, with `nlinarith` using the square $(|a_i|-|a_j|)^2$ times the coupling modulus, and `hswap` exchanges the indices.

`norm_sq_superposition` supplies $\|v\|^2=\sum_i|a_i|^2$. In `card_le_countBelow`, a vector of the span is written as a superposition, and `Finset.sum_lt_sum` obtains the strict inequality from one nonzero amplitude. Finally, `weakly_coupled_wells` bounds the $k-1$ couplings in each row by `t` and applies the main result.
